# Coupling two nonzero spins a and b to total spin a + b − 1: the top state and its norm

Suppose a program couples a spin 1 to a spin ½. It builds the state of total spin ½ by applying the lowering operator of each spin once to the fully aligned state and subtracting the two results, without normalising them first. The z component comes out right, but after normalisation one ninth of the weight belongs to total spin 3/2, and the expectation value of the squared total spin is 13/12 instead of 3/4. The two lowered vectors need different coefficients, and the result needs its own normalisation.

Let J and K be two commuting angular momenta, in units of ħ, with ladder operators J± = Jx ± iJy and K± = Kx ± iKy. Let v be a unit vector with

J₊v = 0, Jz v = a v, K₊v = 0, Kz v = b v.

Write T = J + K for the total, which many textbooks call J, with J₁ and J₂ for the parts. Then the vector

w = b J₋v − a K₋v

satisfies

T₊w = 0

T²w = (a + b − 1)(a + b) w

‖w‖² = 2ab(a + b).

## Spin-adapted states and their normalisation

The identity gives the top state of the multiplet just below the fully aligned one. Spin-adapted configurations in electronic structure and tables of coupling coefficients both use such states, though the result is limited to two commuting angular momenta and to this one state.

For a and b both positive, the normalised state is w/√(2ab(a + b)). For a = 1 and b = ½ the squared norm is 3/2. If a or b is zero, then w = 0: there is no such multiplet, and a program must branch before dividing by the norm.

The overall sign is a convention. In the Condon–Shortley convention with J as the first spin, the component along K₋v is positive, so w must be multiplied by −1 to match.

## From the commutators to the norm

The commutation relations are [Jx, Jy] = iJz and its cyclic permutations. They give

J₊J₋ − J₋J₊ = −2i[Jx, Jy] = 2Jz

[Jz, J₋] = [Jz, Jx] − i[Jz, Jy] = iJy − Jx = −J₋.

Applied to v, where J₊v = 0 and Jz v = a v, these become

J₊J₋v = 2a v

Jz J₋v = J₋Jz v − J₋v = (a − 1) J₋v.

In the same way, K₊K₋v = 2b v and Kz K₋v = (b − 1) K₋v.

Since J and K commute, lowering one leaves the other in its top state:

J₊K₋v = K₋J₊v = 0, Jz K₋v = a K₋v

K₊J₋v = J₋K₊v = 0, Kz J₋v = b J₋v.

The two raising operators therefore give opposite multiples of v:

J₊w = b · 2a v = 2ab v

K₊w = −a · 2b v = −2ab v.

Their sum is T₊w = 0. Both terms of w have the same total weight, so

Tz w = (a + b − 1) w.

The cross commutators between J and K vanish, so T obeys the angular momentum relations as well. Hence

T₋T₊ = Tx² + Ty² + i[Tx, Ty] = Tx² + Ty² − Tz

T² = T₋T₊ + Tz² + Tz.

With M = a + b − 1 and T₊w = 0, this gives T²w = (M² + M) w = (a + b − 1)(a + b) w.

For the norm, the components are Hermitian, so J₋ is the adjoint of J₊, and likewise for K:

⟨w, w⟩ = b⟨v, J₊w⟩ − a⟨v, K₊w⟩ = 2ab² + 2a²b = 2ab(a + b).

## The Lean file, with two spins ½ as an instance

```lean
import Mathlib

open Complex (I)

namespace CoupledHighestWeight

noncomputable section

variable {V : Type*} [NormedAddCommGroup V] [InnerProductSpace ℂ V]

/-- Three Hermitian operators `J 0, J 1, J 2` (the x, y, z components) obeying the angular
momentum commutation relations, in units of ħ. -/
structure IsAngularMomentum (J : Fin 3 → Module.End ℂ V) : Prop where
  hermitian : ∀ i, (J i).IsSymmetric
  xy : J 0 * J 1 - J 1 * J 0 = I • J 2
  yz : J 1 * J 2 - J 2 * J 1 = I • J 0
  zx : J 2 * J 0 - J 0 * J 2 = I • J 1

/-- The raising operator `Jx + i Jy`. -/
def raise (J : Fin 3 → Module.End ℂ V) : Module.End ℂ V := J 0 + I • J 1

/-- The lowering operator `Jx - i Jy`. -/
def lower (J : Fin 3 → Module.End ℂ V) : Module.End ℂ V := J 0 - I • J 1

/-- The squared angular momentum `Jx² + Jy² + Jz²`. -/
def square (J : Fin 3 → Module.End ℂ V) : Module.End ℂ V :=
  J 0 * J 0 + J 1 * J 1 + J 2 * J 2

/-- The vector `v` is killed by the raising operator and satisfies `Jz v = m v`. -/
structure HighestWeight (J : Fin 3 → Module.End ℂ V) (m : ℝ) (v : V) : Prop where
  killed : raise J v = 0
  weight : J 2 v = (m : ℂ) • v

/-- The combination `b J₋ v - a K₋ v` of the two singly lowered vectors. -/
def coupled (J K : Fin 3 → Module.End ℂ V) (a b : ℝ) (v : V) : V :=
  (b : ℂ) • lower J v - (a : ℂ) • lower K v

variable {J K : Fin 3 → Module.End ℂ V} {a b : ℝ} {v : V}

/-- One step down from a highest-weight vector `v` of weight `a` of an angular momentum `J`: raising
again returns `2a v`, and `Jz` multiplies the lowered vector by `a - 1`. -/
theorem lower_step (hJ : IsAngularMomentum J) (hv : HighestWeight J a v) :
    raise J (lower J v) = (2 * a : ℂ) • v ∧
      J 2 (lower J v) = ((a : ℂ) - 1) • lower J v := by
  -- the commutators [J₊, J₋] = 2 Jz and [Jz, J₋] = -J₋
  have e1 : raise J * lower J - lower J * raise J = (2 : ℂ) • J 2 := by
    rw [show (2 : ℂ) = -2 * I * I by linear_combination 2 * Complex.I_mul_I, mul_smul, ← hJ.xy]
    simp only [raise, lower, mul_sub, mul_add, add_mul, sub_mul, smul_mul_assoc, mul_smul_comm]
    module
  have e2 : J 2 * lower J - lower J * J 2 = -lower J := by
    have h : -lower J = I • J 1 + (I * I) • J 0 := by
      rw [Complex.I_mul_I, lower]
      module
    rw [h, mul_smul, ← hJ.zx, ← hJ.yz]
    simp only [lower, mul_sub, sub_mul, smul_mul_assoc, mul_smul_comm]
    module
  have h1 := LinearMap.congr_fun e1 v
  have h2 := LinearMap.congr_fun e2 v
  simp only [LinearMap.sub_apply, LinearMap.neg_apply, Module.End.mul_apply,
    LinearMap.smul_apply, hv.killed, hv.weight, map_zero, map_smul, sub_zero] at h1 h2
  constructor
  · rw [h1, smul_smul]
  · linear_combination (norm := module) h2

/-- If `J` and `K` commute, lowering with `J` keeps a highest-weight vector of `K` a
highest-weight vector of `K` with the same weight. -/
theorem lower_spectator (hc : ∀ i j, Commute (J i) (K j)) (hv : HighestWeight K b v) :
    HighestWeight K b (lower J v) := by
  have hz : ∀ j, Commute (lower J) (K j) := fun j =>
    (hc 0 j).sub_left ((hc 1 j).smul_left I)
  have hr : Commute (lower J) (raise K) := (hz 0).add_right ((hz 1).smul_right I)
  constructor
  · calc raise K (lower J v) = lower J (raise K v) := (LinearMap.congr_fun hr.eq v).symm
      _ = 0 := by rw [hv.killed, map_zero]
  · calc K 2 (lower J v) = lower J (K 2 v) := (LinearMap.congr_fun (hz 2).eq v).symm
      _ = (b : ℂ) • lower J v := by rw [hv.weight, map_smul]

/-- The sum of two commuting angular momenta is an angular momentum. -/
theorem total_isAngularMomentum (hJ : IsAngularMomentum J) (hK : IsAngularMomentum K)
    (hc : ∀ i j, Commute (J i) (K j)) : IsAngularMomentum (J + K) := by
  have h := fun i j => (hc i j).eq
  refine ⟨fun i => (hJ.hermitian i).add (hK.hermitian i), ?_, ?_, ?_⟩ <;>
    simp only [Pi.add_apply, add_mul, mul_add, smul_add, ← hJ.xy, ← hK.xy, ← hJ.yz, ← hK.yz,
      ← hJ.zx, ← hK.zx, h] <;>
    abel

/-- On a highest-weight vector of weight `m` of an angular momentum `J`, the square of `J` acts as
`m (m + 1)`. -/
theorem square_highestWeight {m : ℝ} (hJ : IsAngularMomentum J) (hv : HighestWeight J m v) :
    square J v = ((m : ℂ) * (m + 1)) • v := by
  have h : lower J * raise J
      = J 0 * J 0 + I • (J 0 * J 1 - J 1 * J 0) - (I * I) • (J 1 * J 1) := by
    simp only [raise, lower, mul_add, sub_mul, smul_mul_assoc, mul_smul_comm]
    module
  rw [hJ.xy, smul_smul, Complex.I_mul_I] at h
  have e : square J = lower J * raise J + J 2 * J 2 + J 2 := by
    rw [h, square]
    module
  simp only [e, LinearMap.add_apply, Module.End.mul_apply, hv.killed, hv.weight, map_zero,
    map_smul]
  module

/-- For an angular momentum, the lowering operator is the adjoint of the raising operator. -/
theorem inner_lower (hJ : IsAngularMomentum J) (u w : V) :
    inner ℂ (lower J u) w = inner ℂ u (raise J w) := by
  simp only [lower, raise, LinearMap.sub_apply, LinearMap.add_apply, LinearMap.smul_apply,
    inner_sub_left, inner_add_right, inner_smul_left, inner_smul_right, Complex.conj_I]
  rw [hJ.hermitian 0 u w, hJ.hermitian 1 u w]
  ring

/-- For commuting angular momenta `J`, `K` and a unit vector `v` of highest weights `a`, `b`,
the vector `w = b J₋ v - a K₋ v` is killed by the total raising operator, the total squared
angular momentum multiplies it by `(a+b-1)(a+b)`, and its squared norm is `2ab(a+b)`. -/
theorem coupled_highestWeight (hJ : IsAngularMomentum J) (hK : IsAngularMomentum K)
    (hc : ∀ i j, Commute (J i) (K j)) (h1 : HighestWeight J a v) (h2 : HighestWeight K b v)
    (hv : ‖v‖ = 1) :
    raise (J + K) (coupled J K a b v) = 0 ∧
      square (J + K) (coupled J K a b v)
        = (((a : ℂ) + b - 1) * (a + b)) • coupled J K a b v ∧
      ‖coupled J K a b v‖ ^ 2 = 2 * a * b * (a + b) := by
  have s1 := lower_spectator (fun i j => (hc j i).symm) h1
  have s2 := lower_spectator hc h2
  -- the two raising operators give opposite multiples of v
  have r1 : raise J (coupled J K a b v) = (2 * a * b : ℂ) • v := by
    simp only [coupled, map_sub, map_smul, (lower_step hJ h1).1, s1.killed]
    module
  have r2 : raise K (coupled J K a b v) = (-(2 * a * b) : ℂ) • v := by
    simp only [coupled, map_sub, map_smul, (lower_step hK h2).1, s2.killed]
    module
  have hs : raise (J + K) = raise J + raise K := by
    simp only [raise, Pi.add_apply, smul_add]
    abel
  have hk : raise (J + K) (coupled J K a b v) = 0 := by
    rw [hs, LinearMap.add_apply, r1, r2]
    module
  -- each term of w has total weight a + b - 1
  have hw : HighestWeight (J + K) (a + b - 1) (coupled J K a b v) := by
    refine ⟨hk, ?_⟩
    simp only [coupled, Pi.add_apply, LinearMap.add_apply, map_sub, map_smul,
      (lower_step hJ h1).2, (lower_step hK h2).2, s1.weight, s2.weight]
    push_cast
    module
  refine ⟨hk, ?_, ?_⟩
  · rw [square_highestWeight (total_isAngularMomentum hJ hK hc) hw]
    congr 1
    push_cast
    ring
  · -- move the lowering operators across the inner product
    have hi : ∀ u, inner ℂ (coupled J K a b v) u
        = b * inner ℂ v (raise J u) - a * inner ℂ v (raise K u) := by
      intro u
      simp only [coupled, inner_sub_left, inner_smul_left, Complex.conj_ofReal,
        inner_lower hJ, inner_lower hK]
    have hvv : inner ℂ v v = (1 : ℂ) := by
      rw [inner_self_eq_norm_sq_to_K, hv]
      simp
    have h : inner ℂ (coupled J K a b v) (coupled J K a b v)
        = ((2 * a * b * (a + b) : ℝ) : ℂ) := by
      rw [hi, r1, r2, inner_smul_right, inner_smul_right, hvv]
      push_cast
      ring
    rw [← inner_self_eq_norm_sq (𝕜 := ℂ), h]
    exact Complex.ofReal_re _

variable {n : Type*} {f : n → n} {z : n → ℝ}

/-- Spin one-half operators on states indexed by configurations `k`, where `f` flips the spin
and `z k` is its sign. -/
def spin (f : n → n) (z : n → ℝ) (i : Fin 3) : Module.End ℂ (EuclideanSpace ℂ n) where
  toFun u := WithLp.toLp 2 fun k =>
    ![1 / 2, -(1 / 2) * I * z k, 1 / 2 * z k] i * u (![f k, f k, k] i)
  map_add' u w := by ext k; simp [mul_add]
  map_smul' c u := by ext k; simp [mul_left_comm]

/-- The action of the three spin operators on the amplitudes of a state. -/
theorem spin_apply (u : EuclideanSpace ℂ n) (k : n) :
    spin f z 0 u k = 1 / 2 * u (f k) ∧
      spin f z 1 u k = -(1 / 2) * I * z k * u (f k) ∧
      spin f z 2 u k = 1 / 2 * z k * u k := ⟨rfl, rfl, rfl⟩

/-- For finitely many configurations, the spin operators form an angular momentum if flipping twice
does nothing, a flip reverses the sign, and the sign squares to one. -/
theorem spin_isAngularMomentum [Fintype n] (hf : ∀ k, f (f k) = k)
    (hz : ∀ k, z (f k) = -z k) (h1 : ∀ k, z k ^ 2 = 1) : IsAngularMomentum (spin f z) := by
  have h3 : ∀ i : Fin 3, i = 0 ∨ i = 1 ∨ i = 2 := by decide
  have hh : (starRingEnd ℂ) (1 / 2) = 1 / 2 := by
    rw [show (1 / 2 : ℂ) = ((1 / 2 : ℝ) : ℂ) by norm_num]
    exact Complex.conj_ofReal _
  obtain ⟨e, he⟩ : ∃ e : Equiv.Perm n, ∀ k, e k = f k := ⟨⟨f, f, hf, hf⟩, fun _ => rfl⟩
  refine ⟨?_, LinearMap.ext fun u => ?_, LinearMap.ext fun u => ?_, LinearMap.ext fun u => ?_⟩
  · intro i u w
    rcases h3 i with rfl | rfl | rfl <;>
      simp only [PiLp.inner_apply, RCLike.inner_apply, spin_apply, map_mul, map_neg, hh,
        Complex.conj_I, Complex.conj_ofReal]
    -- the x and y components need the sum relabelled by the flip
    · refine (Equiv.sum_comp e _).symm.trans (Finset.sum_congr rfl fun k _ => ?_)
      simp only [he, hf]
      ring
    · refine (Equiv.sum_comp e _).symm.trans (Finset.sum_congr rfl fun k _ => ?_)
      simp only [he, hf, hz, Complex.ofReal_neg]
      ring
    · exact Finset.sum_congr rfl fun k _ => by ring
  all_goals
    ext k
    have hk : (z k : ℂ) ^ 2 = 1 := by exact_mod_cast h1 k
    simp only [LinearMap.sub_apply, Module.End.mul_apply, LinearMap.smul_apply,
      PiLp.sub_apply, PiLp.smul_apply, smul_eq_mul, spin_apply, hf, hz, Complex.ofReal_neg]
  · ring
  · linear_combination (I / 2 * u (f k)) * hk
  · linear_combination (1 / 2 * z k * u (f k)) * Complex.I_mul_I

/-- The first of two spins one-half, with `true` for up. -/
def spinOne : Fin 3 → Module.End ℂ (EuclideanSpace ℂ (Bool × Bool)) :=
  spin (fun k => (!k.1, k.2)) (fun k => if k.1 then 1 else -1)

/-- The second of two spins one-half, with `true` for up. -/
def spinTwo : Fin 3 → Module.End ℂ (EuclideanSpace ℂ (Bool × Bool)) :=
  spin (fun k => (k.1, !k.2)) (fun k => if k.2 then 1 else -1)

/-- The state with both spins up. -/
def upUp : EuclideanSpace ℂ (Bool × Bool) :=
  WithLp.toLp 2 fun k => if k.1 && k.2 then 1 else 0

/-- Two spins one-half are commuting angular momenta, and the state up-up is a unit vector of
highest weight one half for each of them. -/
theorem coupled_highestWeight_witness :
    IsAngularMomentum spinOne ∧ IsAngularMomentum spinTwo ∧
      (∀ i j, Commute (spinOne i) (spinTwo j)) ∧
      HighestWeight spinOne (1 / 2) upUp ∧ HighestWeight spinTwo (1 / 2) upUp ∧
      ‖upUp‖ = 1 := by
  have h3 : ∀ i : Fin 3, i = 0 ∨ i = 1 ∨ i = 2 := by decide
  have hc : ∀ i j, Commute (spinOne i) (spinTwo j) := by
    intro i j
    refine LinearMap.ext fun u => ?_
    ext k
    rcases h3 i with rfl | rfl | rfl <;> rcases h3 j with rfl | rfl | rfl <;>
      simp only [spinOne, spinTwo, Module.End.mul_apply, spin_apply] <;> ring
  -- the raising operator flips a spin that is down and kills one that is up
  have hr : ∀ (f : Bool × Bool → Bool × Bool) (z : Bool × Bool → ℝ)
      (u : EuclideanSpace ℂ (Bool × Bool)) (k : Bool × Bool),
      raise (spin f z) u k = 1 / 2 * (1 + z k) * u (f k) := by
    intro f z u k
    simp only [raise, LinearMap.add_apply, LinearMap.smul_apply, PiLp.add_apply,
      PiLp.smul_apply, smul_eq_mul, spin_apply]
    linear_combination (-(1 / 2) * z k * u (f k)) * Complex.I_mul_I
  refine ⟨spin_isAngularMomentum ?_ ?_ ?_, spin_isAngularMomentum ?_ ?_ ?_, hc,
    ⟨?_, ?_⟩, ⟨?_, ?_⟩, by simp [upUp, EuclideanSpace.norm_eq, Fintype.sum_prod_type]⟩
  iterate 6
    · rintro ⟨s, t⟩
      cases s <;> cases t <;> simp
  all_goals
    ext ⟨s, t⟩
    cases s <;> cases t <;> simp [spinOne, spinTwo, hr, spin_apply, upUp]

end

end CoupledHighestWeight
```

```lean
#print axioms CoupledHighestWeight.coupled_highestWeight
-- 'CoupledHighestWeight.coupled_highestWeight' depends on axioms: [propext, Classical.choice, Quot.sound]
```

## What is guaranteed, and under which hypotheses

The main theorem is `coupled_highestWeight`. Its state space `V` is a complex inner product space of any dimension. An angular momentum is a family `J : Fin 3 → Module.End ℂ V` of three linear operators. The index starts at zero, so `J 1` is the y component and not the first of two spins.

`IsAngularMomentum` requires Hermitian components and the three commutation relations. The hypothesis `hc` says that every component of `J` commutes with every component of `K`, as holds for operators acting on different tensor factors. `HighestWeight J a v` says that `raise J` kills `v` and that `J 2 v` is `a` times `v`. The weights are real numbers, not assumed to be half-integers. The vector w is `coupled J K a b v`, which is not normalised, and the conclusion is the conjunction of the three identities above.

The operators act on all of `V`. In infinite dimension, unbounded operators fit only after restriction to a common domain that they map into itself. The theorem describes neither the lower members of the multiplet nor multiplets further down.

The step left to the programmer is to establish that the stored matrices represent operators satisfying these hypotheses. In a non-orthogonal basis, for example, a Hermitian matrix need not represent a Hermitian operator. Rounding adds an error that the theorem does not bound.

Commutation matters for the norm. Take a single spin ½, let J and K both be its spin operator, and let v be the up state. Every hypothesis except commutation holds, with a = b = ½. But w = ½J₋v − ½J₋v = 0, while the formula predicts ‖w‖² = ½. A program that counts the same spin twice is in this situation.

## How the lemmas divide the calculation

`lower_step` proves the two commutators as operator identities, `e1` and `e2`. The tactic `module` compares the coefficients of the operator products, and `LinearMap.congr_fun` applies each identity to `v`. `lower_spectator` moves the lowering operator of one angular momentum past the components of the other.

`total_isAngularMomentum` expands the commutators of the sum and cancels the cross terms. `square_highestWeight` rewrites the square as T₋T₊ + Tz² + Tz and evaluates it on a highest-weight vector. `inner_lower` is the adjoint relation, obtained from the Hermitian x and y components.

In the main proof, `r1` and `r2` are the opposite multiples ±2ab v, and `hk` adds them to zero. `hw` supplies the total weight a + b − 1, after which `square_highestWeight` gives the eigenvalue equation. `hi` moves the lowering operators across the inner product, leaving the two terms of the norm.

The remaining definitions build two spins ½ on four basis states. In `spin`, the function `f` flips one spin and `z` gives its sign. `spin_isAngularMomentum` checks the Hermitian property of the x and y components by relabelling the sum over basis states with the flip, and that of the z component term by term. It checks the commutators amplitude by amplitude. `coupled_highestWeight_witness` then confirms every hypothesis of the main theorem for the state up-up, with a = b = ½. There w = ½(|↓↑⟩ − |↑↓⟩), with squared norm ½; dividing by the norm gives the singlet (|↓↑⟩ − |↑↓⟩)/√2.
